# Edge slope, ionization and potential matching in a Thomas-Fermi ion

If the potential inside a Thomas-Fermi ion is given the wrong additive constant, it jumps where it meets the Coulomb potential outside. A check of the electric field does not reveal the error, because a constant has no slope. The problems below fix this constant and relate the ion's charge to its screening function at the edge. For a spherical Thomas-Fermi ion without exchange, this lets a numerical solution be tested by comparing an integral over the density with a single slope.

## The ion and its potentials

In atomic units, let $Z$ be the nuclear charge, $r$ the distance from the nucleus and $x=r/b$ the scaled distance. The screening function $\chi\ge0$ has a continuous slope $\chi'$ on $[0,x_0]$ and satisfies

$$\chi''=\frac{\chi^{3/2}}{\sqrt{x}}\quad(0<x<x_0),\qquad \chi(0)=1,\qquad \chi(x_0)=0.$$

The first boundary value leaves the nucleus unscreened at the origin; the second makes the electron density vanish at the edge.

```lean
import Mathlib

open Set

namespace ThomasFermiIon

noncomputable section
```

`IsIon χ χ' x₀` collects these conditions. In Lean, `χ'` is a separate function, tied to `χ` by the field `slope`. `HasDerivWithinAt` on `Icc 0 x₀` means a one-sided derivative at each end. The existence of such a $\chi$ for a given $x_0$ is assumed.

```lean
/-- A Thomas-Fermi ion of scaled radius `x₀`: a nonnegative screening function `χ` with continuous
slope `χ'` on `[0, x₀]` that solves the Thomas-Fermi equation inside, is one at the nucleus and
vanishes at the edge. -/
structure IsIon (χ χ' : ℝ → ℝ) (x₀ : ℝ) : Prop where
  radius_pos : 0 < x₀
  nonneg : ∀ x ∈ Icc 0 x₀, 0 ≤ χ x
  slope : ∀ x ∈ Icc 0 x₀, HasDerivWithinAt χ (χ' x) (Icc 0 x₀) x
  slope_cont : ContinuousOn χ' (Icc 0 x₀)
  equation : ∀ x ∈ Ioo 0 x₀, HasDerivAt χ' (χ x ^ (3 / 2 : ℝ) / √x) x
  nucleus : χ 0 = 1
  edge : χ x₀ = 0
```

The number of electrons within scaled radius $x$ is

$$N(x)=Z\int_0^x\sqrt t\,\chi(t)^{3/2}\,dt,\qquad N=N(x_0).$$

This is the Thomas-Fermi density integrated over a ball, with the physical length unit $b=\tfrac12(3\pi/4)^{2/3}Z^{-1/3}$ absorbed. The file takes the formula as a definition and allows any $b>0$.

```lean
/-- The number of electrons within the scaled radius `x` around a nucleus of charge `Z`. -/
def electronsWithin (Z : ℝ) (χ : ℝ → ℝ) (x : ℝ) : ℝ :=
  Z * ∫ t in (0 : ℝ)..x, √t * χ t ^ (3 / 2 : ℝ)
```

The inner potential is $\varphi(r)=Z\chi(r/b)/r-\mu$, where $\mu$ is the electrons' chemical potential.

```lean
/-- The potential inside the ion, with length unit `b` and constant shift `μ`. -/
def innerPotential (Z b μ : ℝ) (χ : ℝ → ℝ) (r : ℝ) : ℝ := Z * χ (r / b) / r - μ
```

Outside, a net charge $Q$ produces $Q/r$.

```lean
/-- The Coulomb potential of a net charge `Q`. -/
def outerPotential (Q r : ℝ) : ℝ := Q / r
```

## (a) Continuity up to the edge

Show that $\lim_{y\to x}\chi(y)=\chi(x)$ for every $x\in[0,x_0]$, with $y$ kept in the interval.

**Solution.** Differentiability gives $\chi(y)-\chi(x)=\chi'(x)(y-x)+o(y-x)$, which tends to zero. `IsIon.cont` applies this at each point.

```lean
variable {χ χ' : ℝ → ℝ} {x₀ : ℝ}

/-- The screening function is continuous up to the edge of the ion. -/
theorem IsIon.cont (h : IsIon χ χ' x₀) : ContinuousOn χ (Icc 0 x₀) :=
  fun x hx => (h.slope x hx).continuousWithinAt
```

## (b) The two-sided derivative inside

Show that for $0<x<x_0$

$$\lim_{h\to0}\frac{\chi(x+h)-\chi(x)}{h}=\chi'(x)$$

with $h$ of either sign.

**Solution.** An interior point has a neighbourhood contained in $[0,x_0]$, so the restriction to the interval has no effect on the limit. `Icc_mem_nhds` supplies that neighbourhood.

```lean
/-- Inside the ion the screening function has the two-sided derivative `χ'`. -/
theorem IsIon.deriv_inside (h : IsIon χ χ' x₀) {x : ℝ} (hx : x ∈ Ioo 0 x₀) :
    HasDerivAt χ (χ' x) x :=
  (h.slope x ⟨hx.1.le, hx.2.le⟩).hasDerivAt (Icc_mem_nhds hx.1 hx.2)
```

## (c) Electrons within a given radius

Show that for $0\le x\le x_0$

$$N(x)=Z\,[\,1-\chi(x)+x\chi'(x)\,].$$

**Solution.** For $0<t<x_0$,

$$\frac{d}{dt}(t\chi'-\chi)=\chi'+t\chi''-\chi'=t\,\frac{\chi^{3/2}}{\sqrt t}=\sqrt t\,\chi^{3/2}.$$

Integrating from $0$ to $x$ gives $x\chi'(x)-\chi(x)+\chi(0)$, since $\chi'(0)$ is finite. Insert $\chi(0)=1$ and multiply by $Z$.

In the proof, `key` is this integration. It needs continuity on the closed interval but the derivative only inside, so the singular factor $1/\sqrt t$ at the nucleus does no harm. The helper `aux` cancels the square root.

```lean
/-- The number of electrons within `x` is `Z (1 - χ(x) + x χ'(x))`. -/
theorem electronsWithin_eq (h : IsIon χ χ' x₀) (Z : ℝ) {x : ℝ} (hx : x ∈ Icc 0 x₀) :
    electronsWithin Z χ x = Z * (1 - χ x + x * χ' x) := by
  have hsub : Icc 0 x ⊆ Icc 0 x₀ := Icc_subset_Icc_right hx.2
  have aux : ∀ s p : ℝ, s ≠ 0 → s * s * (p / s) = s * p := fun s p hs => by field_simp
  -- the integrand is the derivative of t χ' - χ
  have key := intervalIntegral.integral_eq_sub_of_hasDerivAt_of_le
    (f := fun t => t * χ' t - χ t) (f' := fun t => √t * χ t ^ (3 / 2 : ℝ)) hx.1
    ((continuousOn_id.mul (h.slope_cont.mono hsub)).sub (h.cont.mono hsub))
    (fun t ht => by
      have ht' : t ∈ Ioo 0 x₀ := ⟨ht.1, ht.2.trans_le hx.2⟩
      have hd := ((hasDerivAt_id' t).fun_mul (h.equation t ht')).fun_sub (h.deriv_inside ht')
      refine hd.congr_deriv ?_
      have e := aux (√t) (χ t ^ (3 / 2 : ℝ)) (Real.sqrt_pos.2 ht.1).ne'
      rw [Real.mul_self_sqrt ht.1.le] at e
      linarith)
    (ContinuousOn.intervalIntegrable_of_Icc hx.1
      (Real.continuous_sqrt.continuousOn.mul
        ((h.cont.mono hsub).rpow_const (fun _ _ => Or.inr (by norm_num)))))
  unfold electronsWithin
  rw [key, h.nucleus]
  ring
```

## (d) The slope at the edge

For $Z\ne0$, show that

$$-x_0\chi'(x_0)=1-\frac NZ.$$

**Solution.** Put $x=x_0$ and $\chi(x_0)=0$ in (c). Then $N=Z[1+x_0\chi'(x_0)]$; divide by $Z$ and rearrange. The right-hand side is the degree of ionization. The Lean proof makes the same substitutions with `rw`.

```lean
/-- The slope of the screening function at the edge gives the degree of ionization:
`-x₀ χ'(x₀) = 1 - N/Z`. -/
theorem edge_slope (h : IsIon χ χ' x₀) {Z : ℝ} (hZ : Z ≠ 0) :
    -x₀ * χ' x₀ = 1 - electronsWithin Z χ x₀ / Z := by
  rw [electronsWithin_eq h Z ⟨h.radius_pos.le, le_rfl⟩, h.edge, mul_div_cancel_left₀ _ hZ]
  ring
```

## (e) Gauss's law in the ion

For $0<r\le bx_0$, show that

$$\varphi'(r)=-\frac{Z-N(r/b)}{r^2}.$$

**Solution.** With $x=r/b$, the chain and quotient rules give

$$\varphi'(r)=\frac{Z\chi'(x)}{br}-\frac{Z\chi(x)}{r^2}=-\frac{Z[\chi(x)-x\chi'(x)]}{r^2}.$$

By (c), the numerator $Z[\chi(x)-x\chi'(x)]$ is $Z-N(x)$.

At $r=bx_0$ the derivative is taken from inside. In the file, `h1` is the chain rule, `h2` the quotient rule, and the last lines insert (c).

```lean
/-- Gauss's law in the ion: the slope of the inner potential at `r` is minus the net charge
within `r`, divided by `r²`. -/
theorem gauss_law (h : IsIon χ χ' x₀) (Z μ : ℝ) {b r : ℝ} (hb : 0 < b)
    (hr : r ∈ Ioc 0 (b * x₀)) :
    HasDerivWithinAt (innerPotential Z b μ χ)
      (-(Z - electronsWithin Z χ (r / b)) / r ^ 2) (Icc 0 (b * x₀)) r := by
  have hmaps : MapsTo (fun s : ℝ => s / b) (Icc 0 (b * x₀)) (Icc 0 x₀) := fun s hs =>
    ⟨div_nonneg hs.1 hb.le, (div_le_iff₀ hb).2 (by linarith [hs.2, mul_comm b x₀])⟩
  have hm : r / b ∈ Icc 0 x₀ := hmaps ⟨hr.1.le, hr.2⟩
  have hd : HasDerivWithinAt (fun s : ℝ => s / b) (1 / b) (Icc 0 (b * x₀)) r :=
    ((hasDerivAt_id' r).div_const b).hasDerivWithinAt
  have h1 : HasDerivWithinAt (fun s => χ (s / b)) (χ' (r / b) * (1 / b)) (Icc 0 (b * x₀)) r :=
    HasDerivWithinAt.comp (h₂ := χ) (h := fun s : ℝ => s / b) r (h.slope _ hm) hd hmaps
  have h2 := ((h1.const_mul Z).fun_div (hasDerivAt_id' r).hasDerivWithinAt hr.1.ne').sub_const μ
  refine HasDerivWithinAt.congr_deriv h2 ?_
  rw [electronsWithin_eq h Z hm]
  ring
```

## (f) The constant that joins the potentials

Let $r_0=bx_0$. Show that $\varphi$ and $(Z-N)/r$ agree in value and slope at $r_0$ if and only if

$$\mu=-\frac{Z-N}{r_0}.$$

**Solution.** Since $\chi(x_0)=0$, the inner value is $\varphi(r_0)=-\mu$. It equals $(Z-N)/r_0$ exactly for the stated $\mu$. By (e), the inner slope is $-(Z-N)/r_0^2$, which is also the slope of $(Z-N)/r$. The slopes therefore agree for every $\mu$, and the value alone decides.

The Lean statement expresses equal slopes as one number `s` that is both the derivative of the inner potential from inside and the derivative of the outer one. `hval` computes the inner value; `hin` and `hout` give the two slopes.

```lean
/-- The inner potential joins the Coulomb potential of the net charge `Z - N` in value and slope
at the edge `r₀ = b x₀` exactly when `μ = -(Z - N)/r₀`. -/
theorem matching_iff (h : IsIon χ χ' x₀) (Z μ : ℝ) {b : ℝ} (hb : 0 < b) :
    (innerPotential Z b μ χ (b * x₀)
        = outerPotential (Z - electronsWithin Z χ x₀) (b * x₀) ∧
      ∃ s, HasDerivWithinAt (innerPotential Z b μ χ) s (Icc 0 (b * x₀)) (b * x₀) ∧
        HasDerivAt (outerPotential (Z - electronsWithin Z χ x₀)) s (b * x₀)) ↔
    μ = -(Z - electronsWithin Z χ x₀) / (b * x₀) := by
  have hr : 0 < b * x₀ := mul_pos hb h.radius_pos
  have hx : b * x₀ / b = x₀ := mul_div_cancel_left₀ x₀ hb.ne'
  have hval : innerPotential Z b μ χ (b * x₀) = -μ := by
    unfold innerPotential
    rw [hx, h.edge]
    simp
  -- the slopes agree for every μ, by Gauss's law
  have hin := gauss_law h Z μ hb ⟨hr, le_rfl⟩
  rw [hx] at hin
  have hout : HasDerivAt (outerPotential (Z - electronsWithin Z χ x₀))
      (-(Z - electronsWithin Z χ x₀) / (b * x₀) ^ 2) (b * x₀) := by
    have h3 := (hasDerivAt_const (b * x₀) (Z - electronsWithin Z χ x₀)).fun_div
      (hasDerivAt_id' (b * x₀)) hr.ne'
    exact HasDerivAt.congr_deriv h3 (by ring)
  rw [hval, neg_div]
  unfold outerPotential at hout ⊢
  constructor
  · rintro ⟨h4, -⟩
    linarith
  · intro h4
    exact ⟨by linarith, _, hin, hout⟩
```

## (g) Monotonicity from the sign of a derivative

Let $f$ be continuous on $[a,b]$, where $a\le b$ are here any two real numbers, and let $f'\ge0$ inside. Show that $f(a)\le f(b)$.

**Solution.** If $a=b$, there is nothing to show. Otherwise the mean value theorem gives a point $c$ with $f(b)-f(a)=f'(c)(b-a)\ge0$. The Lean proof makes the same case split.

```lean
private theorem le_of_slope_nonneg {f f' : ℝ → ℝ} {a b : ℝ} (hab : a ≤ b)
    (hc : ContinuousOn f (Icc a b)) (hd : ∀ x ∈ Ioo a b, HasDerivAt f (f' x) x)
    (hp : ∀ x ∈ Ioo a b, 0 ≤ f' x) : f a ≤ f b := by
  rcases hab.eq_or_lt with rfl | hlt
  · exact le_rfl
  obtain ⟨c, hcm, he⟩ := exists_hasDerivAt_eq_slope f f' hlt hc hd
  have h1 := hp c hcm
  rw [he, le_div_iff₀ (sub_pos.2 hlt)] at h1
  linarith
```

## (h) No rise at the edge

Show that $\chi'(x_0)\le0$.

**Solution.** Suppose $\chi'(x_0)>0$. By continuity, $\chi'>0$ on some interval $[a,x_0]$ with $0\le a<x_0$. The mean value theorem gives a point $y$ between $a$ and $x_0$ with

$$\chi'(y)=\frac{0-\chi(a)}{x_0-a}\le0,$$

a contradiction. In Lean, $a$ is `max 0 (x₀ - δ)`, with `δ` from the continuity of $\chi'$; positivity is needed only at the interior point $y$.

```lean
/-- The screening function does not rise at the edge. -/
theorem edge_slope_nonpos (h : IsIon χ χ' x₀) : χ' x₀ ≤ 0 := by
  by_contra hn
  have hp : 0 < χ' x₀ := not_le.1 hn
  obtain ⟨δ, hδ, hcl⟩ :=
    Metric.continuousOn_iff.1 h.slope_cont x₀ ⟨h.radius_pos.le, le_rfl⟩ (χ' x₀) hp
  have hc0 : 0 ≤ max 0 (x₀ - δ) := le_max_left _ _
  have hcδ : x₀ - δ ≤ max 0 (x₀ - δ) := le_max_right _ _
  have hlt : max 0 (x₀ - δ) < x₀ := max_lt h.radius_pos (by linarith)
  obtain ⟨y, hy, he⟩ := exists_hasDerivAt_eq_slope χ χ' hlt
    (h.cont.mono (Icc_subset_Icc_left hc0))
    (fun x hx => h.deriv_inside ⟨hc0.trans_lt hx.1, hx.2⟩)
  have h1 := hcl y ⟨hc0.trans hy.1.le, hy.2.le⟩
    (by rw [Real.dist_eq, abs_lt]; constructor <;> linarith [hy.1, hy.2])
  rw [Real.dist_eq, abs_lt] at h1
  have h2 : χ' y ≤ 0 := by
    rw [he, h.edge]
    exact div_nonpos_of_nonpos_of_nonneg
      (by linarith [h.nonneg _ ⟨hc0, hlt.le⟩]) (by linarith)
  linarith [h1.1]
```

## (i) No tangential ending

Show that $\chi'(x_0)<0$.

**Solution.** By (h), it suffices to exclude $\chi'(x_0)=0$. Assume it holds. Since $\chi''\ge0$, the slope $\chi'$ is nondecreasing, so $\chi'\le0$ and hence $0\le\chi\le1$. The mean value theorem gives a point $c$ inside with $\chi'(c)=-1/x_0<0$.

Choose $k>0$ with $k^2\ge1/\sqrt c$. For $c<x<x_0$,

$$\chi''=\frac{\chi^{3/2}}{\sqrt x}\le k^2\chi,\qquad \frac{d}{dx}\left(\chi'^2-k^2\chi^2\right)=2\chi'(\chi''-k^2\chi)\ge0.$$

The bracketed function vanishes at $x_0$, so it is nonpositive on $[c,x_0]$, and $-\chi'\le k\chi$ there. Therefore

$$\frac{d}{dx}\left(e^{kx}\chi\right)=e^{kx}(k\chi+\chi')\ge0,$$

and $e^{kc}\chi(c)\le e^{kx_0}\chi(x_0)=0$. Thus $\chi(c)=0$, and $-\chi'(c)\le k\chi(c)=0$ contradicts the choice of $c$.

`hneg` and `hone` are the bounds on $\chi'$ and $\chi$, `hbound` is the bound on $\chi''$, and `hslow` is $-\chi'\le k\chi$. Each monotonicity step uses (g).

```lean
/-- The screening function reaches zero at the edge with a strictly negative slope. -/
theorem edge_slope_neg (h : IsIon χ χ' x₀) : χ' x₀ < 0 := by
  refine lt_of_le_of_ne (edge_slope_nonpos h) fun h0 => ?_
  have hneg : ∀ x ∈ Icc 0 x₀, χ' x ≤ 0 := fun x hx => by
    rw [← h0]
    exact le_of_slope_nonneg hx.2 (h.slope_cont.mono (Icc_subset_Icc_left hx.1))
      (fun t ht => h.equation t ⟨hx.1.trans_lt ht.1, ht.2⟩)
      (fun t ht => div_nonneg
        (Real.rpow_nonneg (h.nonneg t ⟨hx.1.trans ht.1.le, ht.2.le⟩) _) (Real.sqrt_nonneg t))
  have hone : ∀ x ∈ Icc 0 x₀, χ x ≤ 1 := fun x hx => by
    have h1 := le_of_slope_nonneg (f := fun t => -χ t) (f' := fun t => -χ' t) hx.1
      (h.cont.mono (Icc_subset_Icc_right hx.2)).neg
      (fun t ht => (h.deriv_inside ⟨ht.1, ht.2.trans_le hx.2⟩).fun_neg)
      (fun t ht => neg_nonneg.2 (hneg t ⟨ht.1.le, ht.2.le.trans hx.2⟩))
    simp only [h.nucleus] at h1
    linarith
  -- somewhere inside, the screening function falls strictly
  obtain ⟨c, hc, he⟩ := exists_hasDerivAt_eq_slope χ χ' h.radius_pos h.cont
    (fun x hx => h.deriv_inside hx)
  have hcneg : χ' c < 0 := by
    rw [he, h.edge, h.nucleus]
    exact div_neg_of_neg_of_pos (by norm_num) (by linarith [h.radius_pos])
  have hsc : 0 < √c := Real.sqrt_pos.2 hc.1
  obtain ⟨k, hk, hkc⟩ : ∃ k : ℝ, 0 < k ∧ 1 / √c ≤ k ^ 2 := by
    have : 0 < 1 / √c := by positivity
    exact ⟨1 + 1 / √c, by linarith, by nlinarith⟩
  have hbound : ∀ x ∈ Ioo c x₀, χ x ^ (3 / 2 : ℝ) / √x ≤ χ x * k ^ 2 := fun x hx => by
    have hm : x ∈ Icc 0 x₀ := ⟨(hc.1.trans hx.1).le, hx.2.le⟩
    have h1 : χ x ^ (3 / 2 : ℝ) ≤ χ x := by
      have := Real.rpow_le_rpow_of_exponent_ge' (h.nonneg x hm) (hone x hm)
        (zero_le_one' ℝ) (by norm_num : (1 : ℝ) ≤ 3 / 2)
      rwa [Real.rpow_one] at this
    have h2 : 1 / √x ≤ k ^ 2 :=
      (one_div_le_one_div_of_le hsc (Real.sqrt_le_sqrt hx.1.le)).trans hkc
    rw [div_eq_mul_one_div]
    exact mul_le_mul h1 h2 (by positivity) (h.nonneg x hm)
  -- χ'² - k² χ² is nondecreasing and vanishes at the edge, hence -χ' ≤ k χ
  have hslow : ∀ x ∈ Ico c x₀, -χ' x ≤ k * χ x := fun x hx => by
    have hx0 : 0 ≤ x := hc.1.le.trans hx.1
    have hs : Icc x x₀ ⊆ Icc 0 x₀ := Icc_subset_Icc_left hx0
    have c1 := h.slope_cont.mono hs
    have c2 := h.cont.mono hs
    have h1 := le_of_slope_nonneg (f := fun t => χ' t * χ' t - k ^ 2 * (χ t * χ t))
      (f' := fun t => (χ t ^ (3 / 2 : ℝ) / √t * χ' t + χ' t * (χ t ^ (3 / 2 : ℝ) / √t))
        - k ^ 2 * (χ' t * χ t + χ t * χ' t)) hx.2.le
      ((c1.mul c1).sub (continuousOn_const.mul (c2.mul c2)))
      (fun t ht => by
        have hm : t ∈ Ioo 0 x₀ := ⟨hx0.trans_lt ht.1, ht.2⟩
        have d1 := h.equation t hm
        have d2 := h.deriv_inside hm
        exact (d1.fun_mul d1).fun_sub ((d2.fun_mul d2).const_mul (k ^ 2)))
      (fun t ht => by
        have a1 := hneg t ⟨hx0.trans ht.1.le, ht.2.le⟩
        have a2 := hbound t ⟨hx.1.trans_lt ht.1, ht.2⟩
        have a3 := mul_nonneg (neg_nonneg.2 a1) (sub_nonneg.2 a2)
        linarith)
    simp only [h0, h.edge] at h1
    by_contra hcon
    have b1 : 0 < -χ' x - k * χ x := sub_pos.2 (not_le.1 hcon)
    have b2 : 0 ≤ k * χ x := mul_nonneg hk.le (h.nonneg x ⟨hx0, hx.2.le⟩)
    have b3 : 0 < -χ' x + k * χ x := by linarith
    nlinarith [mul_pos b1 b3]
  -- so exp(k x) χ cannot decrease to zero from a positive value
  have h2 := le_of_slope_nonneg (f := fun t => Real.exp (k * t) * χ t)
    (f' := fun t => Real.exp (k * t) * (k * 1) * χ t + Real.exp (k * t) * χ' t) hc.2.le
    ((Continuous.continuousOn (by fun_prop)).mul (h.cont.mono (Icc_subset_Icc_left hc.1.le)))
    (fun t ht => (((hasDerivAt_id' t).const_mul k).exp).fun_mul
      (h.deriv_inside ⟨hc.1.trans ht.1, ht.2⟩))
    (fun t ht => by
      have a1 := hslow t ⟨ht.1.le, ht.2⟩
      have a2 := mul_nonneg (Real.exp_pos (k * t)).le (by linarith : 0 ≤ k * χ t + χ' t)
      linarith)
  simp only [h.edge, mul_zero] at h2
  have h3 : χ c ≤ 0 := by
    by_contra hcon
    linarith [mul_pos (Real.exp_pos (k * c)) (not_le.1 hcon)]
  have h4 := hslow c ⟨le_rfl, hc.2⟩
  linarith [mul_nonneg hk.le (neg_nonneg.2 h3)]
```

## (j) The sign of the ion's charge

For $Z>0$, show that $N<Z$.

**Solution.** By (c) at the edge, $N=Z+Zx_0\chi'(x_0)$. The last term is negative by (i). Within this model, then, a finite edge with $\chi(x_0)=0$ belongs only to a positive ion, and the $\mu$ of (f) is negative. The term `h1` records the sign of the product.

```lean
/-- A Thomas-Fermi ion with a finite edge has fewer electrons than its nuclear charge. -/
theorem electrons_lt_charge (h : IsIon χ χ' x₀) {Z : ℝ} (hZ : 0 < Z) :
    electronsWithin Z χ x₀ < Z := by
  rw [electronsWithin_eq h Z ⟨h.radius_pos.le, le_rfl⟩, h.edge]
  have h1 := mul_pos hZ (mul_pos h.radius_pos (neg_pos.2 (edge_slope_neg h)))
  linarith

end

end ThomasFermiIon
```

```lean
#print axioms ThomasFermiIon.edge_slope
-- 'ThomasFermiIon.edge_slope' depends on axioms: [propext, Classical.choice, Quot.sound]
#print axioms ThomasFermiIon.matching_iff
-- 'ThomasFermiIon.matching_iff' depends on axioms: [propext, Classical.choice, Quot.sound]
#print axioms ThomasFermiIon.electrons_lt_charge
-- 'ThomasFermiIon.electrons_lt_charge' depends on axioms: [propext, Classical.choice, Quot.sound]
```
